# Rotations of four-dimensional space are the maps $x\mapsto p\,x\,\bar q$ with unit quaternions $p,q$, and the pair is fixed up to a common sign

**Q:** Suppose I mix four real orthonormal orbitals by a $4\times4$ rotation matrix and store that matrix as two unit quaternions. After each optimisation step I rescale both quaternions to length one and rebuild the matrix. What guarantees that I get a rotation back, and that no rotation is out of reach?

**A:** Write the four coefficients as a quaternion $x=x_0+x_1i+x_2j+x_3k$, with conjugate $\bar x=x_0-x_1i-x_2j-x_3k$ and $\|x\|^2=x\bar x=\sum_m x_m^2$. The rebuilt matrix is that of $x\mapsto p\,x\,\bar q$. For unit $p,q$ this map is a rotation, and every rotation has this form. That serves orbital rotations within one set of four real orbitals; larger sets need another parametrisation.

In Lean the map is `pairRotation p q`, where `star` is the conjugate.

```lean
import Mathlib

open Quaternion Matrix Submodule
open scoped InnerProductSpace

noncomputable section

namespace QuaternionPairRotation

/-- The real-linear map `x ↦ p x star(q)` on the four-dimensional space of quaternions. -/
def pairRotation (p q : ℍ[ℝ]) : ℍ[ℝ] →ₗ[ℝ] ℍ[ℝ] where
  toFun x := p * x * star q
  map_add' x y := by rw [mul_add, add_mul]
  map_smul' r x := by simp
```

**Q:** That definition accepts any quaternions, not only unit ones.

**A:** Yes, so the theorems carry `‖p‖ = 1` and `‖q‖ = 1` as hypotheses. They matter: $p=2$, $q=1$ gives $x\mapsto 2x$, which doubles every norm and has determinant 16.

**Q:** And where are my orbital coefficients?

**A:** In `coords`, which sends a quaternion to its four real components. The norm on `ℍ[ℝ]` is the Euclidean one, so reading the components as orbital coefficients presumes an orthonormal basis. With overlapping atomic orbitals you would orthonormalise first. Conjugation is also defined as a linear map, because the determinant argument uses it.

```lean
/-- Quaternion conjugation as a real-linear map. -/
def conjugation : ℍ[ℝ] →ₗ[ℝ] ℍ[ℝ] where
  toFun x := star x
  map_add' x y := star_add x y
  map_smul' r x := by simp

/-- The four real Cartesian coordinates of a quaternion. -/
def coords : ℍ[ℝ] ≃ₗ[ℝ] (Fin 4 → ℝ) where
  toFun x := ![x.re, x.imI, x.imJ, x.imK]
  invFun v := QuaternionAlgebra.mk (v 0) (v 1) (v 2) (v 3)
  map_add' x y := by ext i; fin_cases i <;> simp
  map_smul' r x := by ext i; fin_cases i <;> simp
  left_inv _ := rfl
  right_inv v := by ext i; fin_cases i <;> rfl
```

**Q:** Norm preservation I accept: $\|p\,x\,\bar q\|=\|p\|\,\|x\|\,\|q\|=\|x\|$. Why is the determinant $+1$ and not $-1$?

**A:** Start with left multiplication, $L_p x=px$. For $p=a+bi+cj+dk$ its matrix is

$$M=\begin{pmatrix}a&-b&-c&-d\\ b&a&-d&c\\ c&d&a&-b\\ d&-c&b&a\end{pmatrix}.$$

Its columns are orthogonal with squared length $\|p\|^2$, so $M^TM=\|p\|^2 I$ and $\det M=\pm\|p\|^4$. The sign cannot change on the connected set of nonzero quaternions, and at $p=1$ it is $+$. Hence $\det L_p=\|p\|^4$, which also holds at $p=0$.

Conjugation $C$ has matrix $\mathrm{diag}(1,-1,-1,-1)$ and determinant $-1$. Since $\overline{q\bar x}=x\bar q$, the pair map is $L_p\,C\,L_q\,C$. Its determinant is $\|p\|^4(-1)\|q\|^4(-1)=1$.

**Q:** Does the Lean proof follow that route?

**A:** Almost. First come the norm in components, the identities $p\bar p=\bar pp=1$ for unit $p$, and `det_of_coords`, which lets a determinant be computed from a coordinate matrix.

```lean
private lemma norm_sq_coords (v : ℍ[ℝ]) :
    ‖v‖ ^ 2 = v.re ^ 2 + v.imI ^ 2 + v.imJ ^ 2 + v.imK ^ 2 := by
  rw [sq, ← Quaternion.normSq_eq_norm_mul_self, Quaternion.normSq_def']

private lemma unit_mul_star {p : ℍ[ℝ]} (h : ‖p‖ = 1) : p * star p = 1 := by
  rw [Quaternion.self_mul_star, Quaternion.normSq_eq_norm_mul_self, h]; simp

private lemma unit_star_mul {p : ℍ[ℝ]} (h : ‖p‖ = 1) : star p * p = 1 := by
  rw [Quaternion.star_mul_self, Quaternion.normSq_eq_norm_mul_self, h]; simp

private lemma det_of_coords (f : ℍ[ℝ] →ₗ[ℝ] ℍ[ℝ]) (M : Matrix (Fin 4) (Fin 4) ℝ)
    (h : ∀ x, coords (f x) = M *ᵥ coords x) : LinearMap.det f = M.det := by
  rw [← LinearMap.det_conj f coords, ← LinearMap.det_toLin' M]
  congr 1
  refine LinearMap.ext fun v => ?_
  have hv := h (coords.symm v)
  rw [LinearEquiv.apply_symm_apply] at hv
  rw [Matrix.toLin'_apply]
  exact hv
```

For $L_p$, Lean expands the determinant of $M$ along rows and lets `ring` confirm that it equals $(\|p\|^2)^2$, so it needs no continuity argument. Conjugation is a diagonal product.

```lean
/-- Left multiplication by a quaternion `p` has determinant `‖p‖ ^ 4`. -/
theorem det_mulLeft (p : ℍ[ℝ]) : LinearMap.det (LinearMap.mulLeft ℝ p) = ‖p‖ ^ 4 := by
  rw [det_of_coords _ !![p.re, -p.imI, -p.imJ, -p.imK; p.imI, p.re, -p.imK, p.imJ;
    p.imJ, p.imK, p.re, -p.imI; p.imK, -p.imJ, p.imI, p.re]]
  · rw [show ‖p‖ ^ 4 = (‖p‖ ^ 2) ^ 2 by ring, norm_sq_coords]
    simp [Matrix.det_succ_row_zero, Fin.sum_univ_succ, Fin.succAbove]
    ring
  · intro x
    change ![(p * x).re, (p * x).imI, (p * x).imJ, (p * x).imK] =
      _ *ᵥ ![x.re, x.imI, x.imJ, x.imK]
    ext i
    fin_cases i <;> simp [Matrix.mulVec, dotProduct, Fin.sum_univ_succ] <;> ring

/-- Quaternion conjugation has determinant `-1` on four-dimensional space. -/
theorem det_conjugation : LinearMap.det conjugation = -1 := by
  rw [det_of_coords _ (Matrix.diagonal ![1, -1, -1, -1])]
  · simp [Matrix.det_diagonal, Fin.prod_univ_succ]
  · intro x
    change ![(star x).re, (star x).imI, (star x).imJ, (star x).imK] =
      _ *ᵥ ![x.re, x.imI, x.imJ, x.imK]
    ext i
    fin_cases i <;> simp [Matrix.mulVec_diagonal]
```

The factorisation $L_p\,C\,L_q\,C$ is the statement `h` in the next proof, and `LinearMap.det_comp` multiplies the four determinants.

```lean
/-- For unit quaternions `p` and `q`, the map `x ↦ p x star(q)` preserves the norm and has
determinant one. -/
theorem pairRotation_isRotation {p q : ℍ[ℝ]} (hp : ‖p‖ = 1) (hq : ‖q‖ = 1) :
    (∀ x, ‖pairRotation p q x‖ = ‖x‖) ∧ LinearMap.det (pairRotation p q) = 1 := by
  constructor
  · intro x
    change ‖p * x * star q‖ = ‖x‖
    simp [hp, hq]
  · -- right multiplication is left multiplication seen through conjugation
    have h : pairRotation p q = LinearMap.mulLeft ℝ p ∘ₗ
        (conjugation ∘ₗ (LinearMap.mulLeft ℝ q ∘ₗ conjugation)) := by
      refine LinearMap.ext fun x => ?_
      change p * x * star q = p * star (q * star x)
      rw [star_mul, star_star, mul_assoc]
    rw [h, LinearMap.det_comp, LinearMap.det_comp, LinearMap.det_comp,
      det_mulLeft, det_mulLeft, det_conjugation, hp, hq]
    norm_num
```

**Q:** If I compare two stored pairs, can different quaternions describe the same rotation?

**A:** Look first at the identity. Suppose $p\,x\,\bar q=x$ for all $x$. Multiplying by $q$ on the right gives $px=xq$. Setting $x=1$ gives $p=q$, so $p$ commutes with everything. Then

$$0=pi-ip=2d\,j-2c\,k,\qquad 0=pj-jp=2b\,k-2d\,i,$$

so $b=c=d=0$. Thus $p=a$ is real with $a^2=1$, and $p=q=\pm1$. Conversely, both of these pairs give the identity.

In the proof, `eJ` and `eK` are the $j$ and $k$ components of the commutator. Inserting $i$ and $j$ removes the imaginary part, and the factorisation $(a-1)(a+1)=0$ leaves the two signs.

```lean
/-- For unit quaternions, `x ↦ p x star(q)` is the identity exactly when `p = q = 1` or
`p = q = -1`. -/
theorem pairRotation_eq_id_iff {p q : ℍ[ℝ]} (hp : ‖p‖ = 1) (hq : ‖q‖ = 1) :
    pairRotation p q = LinearMap.id ↔ (p = 1 ∧ q = 1) ∨ (p = -1 ∧ q = -1) := by
  constructor
  · intro h
    have hx : ∀ x, p * x * star q = x := fun x => LinearMap.congr_fun h x
    have hc : ∀ x, p * x = x * q := fun x => by
      calc p * x = p * x * (star q * q) := by rw [unit_star_mul hq, mul_one]
        _ = (p * x * star q) * q := by rw [← mul_assoc]
        _ = x * q := by rw [hx]
    -- the image of 1 forces p = q, so p commutes with every quaternion
    have hpq : p = q := by simpa using hc 1
    subst hpq
    have eJ : ∀ x : ℍ[ℝ], p.imK * x.imI - p.imI * x.imK = 0 := fun x => by
      have e : (p * x).imJ - (x * p).imJ = 2 * (p.imK * x.imI - p.imI * x.imK) := by
        simp; ring
      rw [hc x, sub_self] at e
      linarith
    have eK : ∀ x : ℍ[ℝ], p.imI * x.imJ - p.imJ * x.imI = 0 := fun x => by
      have e : (p * x).imK - (x * p).imK = 2 * (p.imI * x.imJ - p.imJ * x.imI) := by
        simp; ring
      rw [hc x, sub_self] at e
      linarith
    -- insert the units i and j
    have hK : p.imK = 0 := by
      have h : p.imK * 1 - p.imI * 0 = 0 := eJ (QuaternionAlgebra.mk 0 1 0 0)
      linarith
    have hJ : p.imJ = 0 := by
      have h : p.imI * 0 - p.imJ * 1 = 0 := eK (QuaternionAlgebra.mk 0 1 0 0)
      linarith
    have hI : p.imI = 0 := by
      have h : p.imI * 1 - p.imJ * 0 = 0 := eK (QuaternionAlgebra.mk 0 0 1 0)
      linarith
    have hn := norm_sq_coords p
    rw [hp, hI, hJ, hK] at hn
    have hprod : (p.re - 1) * (p.re + 1) = 0 := by linear_combination -hn
    rcases mul_eq_zero.mp hprod with h0 | h0
    · have hr : p.re = 1 := by linarith
      have : p = 1 := by ext <;> simp [hr, hI, hJ, hK]
      exact Or.inl ⟨this, this⟩
    · have hr : p.re = -1 := by linarith
      have : p = -1 := by ext <;> simp [hr, hI, hJ, hK]
      exact Or.inr ⟨this, this⟩
  · rintro (⟨rfl, rfl⟩ | ⟨rfl, rfl⟩) <;>
      exact LinearMap.ext fun x => by simp [pairRotation]
```

**Q:** Would that criterion survive without the unit conditions?

**A:** No. With $p=2$ and $q=\tfrac12$ the map is also the identity.

For two general pairs, suppose $p\,x\,\bar q=r\,x\,\bar s$ for all $x$, with all four of unit length. Multiply by $\bar r$ on the left and $s$ on the right:

$$(\bar r p)\,x\,\overline{(\bar s q)}=\bar r\,(p\,x\,\bar q)\,s=\bar r r\,x\,\bar s s=x .$$

The identity criterion gives $\bar rp=\bar sq=\pm1$, hence $(p,q)=\pm(r,s)$ with one common sign. Lean's `hid` is the displayed line, and `back` recovers $p$ from $\bar rp$ and $q$ from $\bar sq$.

```lean
/-- Two pairs of unit quaternions give the same map exactly when they agree up to a common
sign. -/
theorem pairRotation_eq_iff {p q r s : ℍ[ℝ]} (hp : ‖p‖ = 1) (hq : ‖q‖ = 1)
    (hr : ‖r‖ = 1) (hs : ‖s‖ = 1) :
    pairRotation p q = pairRotation r s ↔ (p = r ∧ q = s) ∨ (p = -r ∧ q = -s) := by
  constructor
  · intro h
    -- undo the second rotation and use the identity criterion
    have hid : pairRotation (star r * p) (star s * q) = LinearMap.id := by
      refine LinearMap.ext fun x => ?_
      have hx : p * x * star q = r * x * star s := LinearMap.congr_fun h x
      change star r * p * x * star (star s * q) = x
      calc star r * p * x * star (star s * q) = star r * (p * x * star q) * s := by
            rw [star_mul, star_star]; simp only [mul_assoc]
        _ = (star r * r) * x * (star s * s) := by rw [hx]; simp only [mul_assoc]
        _ = x := by rw [unit_star_mul hr, unit_star_mul hs, one_mul, mul_one]
    have back : ∀ {a b : ℍ[ℝ]}, ‖a‖ = 1 → b = a * (star a * b) := fun ha => by
      rw [← mul_assoc, unit_mul_star ha, one_mul]
    rcases (pairRotation_eq_id_iff (by simp [hr, hp]) (by simp [hs, hq])).mp hid with
      ⟨h1, h2⟩ | ⟨h1, h2⟩
    · left
      exact ⟨by rw [back (b := p) hr, h1, mul_one], by rw [back (b := q) hs, h2, mul_one]⟩
    · right
      exact ⟨by rw [back (b := p) hr, h1, mul_neg, mul_one],
        by rw [back (b := q) hs, h2, mul_neg, mul_one]⟩
  · rintro (⟨rfl, rfl⟩ | ⟨rfl, rfl⟩)
    · rfl
    · exact LinearMap.ext fun x => by simp [pairRotation]
```

**Q:** So in my comparison I may flip the sign of either quaternion?

**A:** Only of both together. Flipping $p$ alone replaces the rotation $R$ by $-R$, a different matrix, although it only reverses the sign of all four mixed orbitals and leaves each orbital density unchanged. A determinant test won't catch the slip, because $\det(-R)=(-1)^4\det R=1$ in four dimensions.

**Q:** You still owe me the claim that no rotation is missed.

**A:** That goes through reflections. Let $v\neq0$ and $u=v/\|v\|$. The real part of $u\bar x$ is the inner product $\langle u,x\rangle$, so $u\bar x+x\bar u=2\langle u,x\rangle$. Multiplying by $u$ on the right gives $u\bar xu+x=2\langle u,x\rangle u$. The reflection in the hyperplane orthogonal to $v$ is therefore

$$x-2\langle u,x\rangle u=-u\,\bar x\,u .$$

Lean proves the unnormalised version as `key`, namely $v\bar xv=2\langle v,x\rangle v-\|v\|^2x$, by comparing components, and then divides by $\|v\|^2$.

```lean
/-- The reflection in the hyperplane orthogonal to a nonzero quaternion `v` is
`x ↦ -u star(x) u` for some unit quaternion `u`. -/
theorem reflection_eq {v : ℍ[ℝ]} (hv : v ≠ 0) :
    ∃ u : ℍ[ℝ], ‖u‖ = 1 ∧ ∀ x, (ℝ ∙ v)ᗮ.reflection x = -(u * star x * u) := by
  have hn : ‖v‖ ≠ 0 := norm_ne_zero_iff.mpr hv
  refine ⟨‖v‖⁻¹ • v, by simp [norm_smul, hn], fun x => ?_⟩
  have key : v * star x * v = (2 * ⟪v, x⟫_ℝ) • v - (‖v‖ ^ 2) • x := by
    rw [norm_sq_coords, Quaternion.inner_def]
    ext <;> simp <;> ring
  rw [reflection_orthogonal_apply, reflection_singleton_apply]
  simp only [smul_mul_assoc, mul_smul_comm, key, RCLike.ofReal_real_eq_id, id]
  match_scalars <;> field_simp
```

**Q:** A rotation is not a single reflection.

**A:** It is a product of them. A linear norm-preserving map $g$ also preserves inner products. If $g$ moves a basis vector $e$, the reflection orthogonal to $g(e)-e$ takes $g(e)$ back to $e$. It leaves alone any basis vector $f$ that $g$ already fixes, because $\langle f,g(e)-e\rangle=\langle g(f),g(e)\rangle-\langle f,e\rangle=0$. After at most four such steps only the identity remains, and undoing them writes $g$ as a product of reflections.

Such a product always has the form $p\,x\,\bar q$ or $p\,\bar x\,\bar q$ with unit $p,q$. The empty product is $1\,x\,1$. One more reflection on the left exchanges the two forms:

$$-u\,\overline{(p\,x\,\bar q)}\,u=(-uq)\,\bar x\,\overline{(\bar up)},\qquad -u\,\overline{(p\,\bar x\,\bar q)}\,u=(-uq)\,x\,\overline{(\bar up)} .$$

Lean runs this induction over a list of vectors. The list may contain zero, whose associated "reflection" is the identity, so that case keeps the form unchanged.

```lean
private lemma reflections_form (l : List ℍ[ℝ]) :
    ∃ p q : ℍ[ℝ], ‖p‖ = 1 ∧ ‖q‖ = 1 ∧
      ((∀ x, (l.map fun v => (ℝ ∙ v)ᗮ.reflection).prod x = p * x * star q) ∨
        ∀ x, (l.map fun v => (ℝ ∙ v)ᗮ.reflection).prod x = p * star x * star q) := by
  induction l with
  | nil => exact ⟨1, 1, by simp, by simp, Or.inl fun x => by simp⟩
  | cons v l ih =>
    obtain ⟨p, q, hp, hq, h⟩ := ih
    have hm : ∀ (f g : ℍ[ℝ] ≃ₗᵢ[ℝ] ℍ[ℝ]) (x : ℍ[ℝ]), (f * g) x = f (g x) :=
      fun _ _ _ => rfl
    simp only [List.map_cons, List.prod_cons, hm]
    by_cases hv : v = 0
    · have h0 : ∀ y, (ℝ ∙ v)ᗮ.reflection y = y := fun y => by
        rw [reflection_orthogonal_apply, reflection_singleton_apply, hv]; simp
      exact ⟨p, q, hp, hq, by simpa only [h0] using h⟩
    · -- one more reflection exchanges the two forms
      obtain ⟨u, hu, hr⟩ := reflection_eq hv
      refine ⟨-(u * q), star u * p, by simp [hu, hq], by simp [hu, hp], ?_⟩
      rcases h with h | h
      · exact Or.inr fun x => by rw [hr, h]; simp [mul_assoc]
      · exact Or.inl fun x => by rw [hr, h]; simp [mul_assoc]
```

**Q:** And the form with $\bar x$?

**A:** It is the pair map composed with $C$, so its determinant is $-1$ and it cannot be a rotation. This is where the determinant condition does its work: conjugation itself preserves every norm, yet it is not $p\,x\,\bar q$ for any unit pair.

In the last theorem, `A` is any real-linear map of the quaternions to themselves. The left side says that it preserves the norm and has determinant one, which is what "rotation" means here; the right side says that a unit pair exists. For the forward direction, Mathlib's `reflections_generate_dim` supplies the list of reflections, `reflections_form` gives the two cases, and the determinant removes the second. The backward direction is `pairRotation_isRotation`.

```lean
/-- A real-linear map of four-dimensional space preserves the norm and has determinant one
exactly when it is `x ↦ p x star(q)` for some unit quaternions `p` and `q`. -/
theorem isRotation_iff_exists_pair (A : ℍ[ℝ] →ₗ[ℝ] ℍ[ℝ]) :
    ((∀ x, ‖A x‖ = ‖x‖) ∧ LinearMap.det A = 1) ↔
      ∃ p q : ℍ[ℝ], ‖p‖ = 1 ∧ ‖q‖ = 1 ∧ A = pairRotation p q := by
  constructor
  · rintro ⟨hA, hdet⟩
    have : FiniteDimensional ℝ ℍ[ℝ] := Module.Finite.equiv coords.symm
    let f : ℍ[ℝ] →ₗᵢ[ℝ] ℍ[ℝ] := ⟨A, hA⟩
    obtain ⟨l, -, hl⟩ := (f.toLinearIsometryEquiv rfl).reflections_generate_dim
    have hf : ∀ x, A x = (l.map fun v => (ℝ ∙ v)ᗮ.reflection).prod x := fun x => by
      rw [← hl]; rfl
    obtain ⟨p, q, hp, hq, h | h⟩ := reflections_form l
    · exact ⟨p, q, hp, hq, LinearMap.ext fun x => (hf x).trans (h x)⟩
    · -- the form containing star(x) has determinant -1
      have hc : A = pairRotation p q ∘ₗ conjugation :=
        LinearMap.ext fun x => (hf x).trans (h x)
      rw [hc, LinearMap.det_comp, (pairRotation_isRotation hp hq).2, det_conjugation] at hdet
      norm_num at hdet
  · rintro ⟨p, q, hp, hq, rfl⟩
    exact pairRotation_isRotation hp hq

end QuaternionPairRotation
```

```lean
#print axioms QuaternionPairRotation.pairRotation_eq_iff
#print axioms QuaternionPairRotation.isRotation_iff_exists_pair
```

```
'QuaternionPairRotation.pairRotation_eq_iff' depends on axioms: [propext, Classical.choice, Quot.sound]
'QuaternionPairRotation.isRotation_iff_exists_pair' depends on axioms: [propext, Classical.choice, Quot.sound]
```

**Q:** Then is this the double cover of $SO(4)$ by pairs of unit quaternions?

**A:** It is the part that concerns individual maps: every rotation is reached, by exactly two pairs. The double cover as a statement about Lie groups also involves the group law and the topology, and these theorems state neither.

**Q:** Does it tell my program how to find $p$ and $q$ from a given matrix?

**A:** The theorem says only that a pair exists. The reflection argument above can be followed step by step to build one, but no such procedure is stated or verified in Lean. The theorem also concerns exact real numbers, so it gives no bound on rounding error. What it does settle for your four orbitals is that the stored form reaches every rotation matrix (orthogonal, determinant one), and that two stored unit pairs give the same matrix exactly when they agree up to one common sign.
